# For finitely many damped poles, Im G ≤ 0 on the real axis implies Im G ≤ 0 in the upper half-plane

I have fitted a retarded Green's function with a finite sum of damped poles,

$$G(z)=\sum_k \frac{a_k}{z-p_k},\qquad \operatorname{Im}p_k<0,$$

and the fit returned complex residues $a_k$. It represents a diagonal element of a fermionic Green's function, so it should have $\operatorname{Im}G(z)\le 0$ at every $z$ in the upper half-plane, but I can only plot the spectral function $-\operatorname{Im}G(x)/\pi$ at real frequencies $x$. With complex residues the individual terms have no definite sign, so I can't argue term by term. If $\operatorname{Im}G(x)\le0$ for every real $x$, does the sign hold everywhere above the axis? I would like to see a rigorous argument, checked by machine.

## Yes: any upper bound on the axis holds above it

The poles' position already makes $G$ analytic in the upper half-plane; the open question is the sign of $\operatorname{Im}G$ there. It is convenient to prove slightly more: if $\operatorname{Im}G(x)\le C$ for all real $x$, then $\operatorname{Im}G(z)\le C$ whenever $\operatorname{Im}z\ge0$. Your case is $C=0$. A positive $C$ allows for an imperfect fit: if the sign condition is violated by at most $C$ on the real axis, it is violated by at most $C$ above it.

**$G$ is bounded.** Write $\gamma_k=-\operatorname{Im}p_k>0$ for the damping. For $\operatorname{Im}z\ge0$,

$$|z-p_k|\ge \operatorname{Im}z+\gamma_k\ge\gamma_k .$$

No denominator vanishes, so $G$ is analytic at all these points, and $|G(z)|\le B$ with $B=\sum_k|a_k|/\gamma_k$.

**The imaginary part becomes a modulus.** Let $F(z)=e^{-iG(z)}$. Since $\operatorname{Re}(-iG)=\operatorname{Im}G$,

$$|F(z)|=e^{\operatorname{Im}G(z)} .$$

Thus $|F|\le e^{C}$ on the real axis and $|F|\le e^{B}$ on and above it.

**The boundary bound moves inside.** For $\varepsilon>0$ put $F_\varepsilon(z)=F(z)/(1-i\varepsilon z)$. With $z=x+iy$ and $y\ge0$,

$$|1-i\varepsilon z|^2=(1+\varepsilon y)^2+\varepsilon^2x^2\ge\max(1,\varepsilon^2|z|^2).$$

Hence $|F_\varepsilon|\le e^C$ on the real axis, and $|F_\varepsilon|\le e^{B}/(\varepsilon R)$ on the half-circle $|z|=R$, which is below $e^C$ once $R$ is large. The maximum principle on the half-disc gives $|F_\varepsilon|\le e^C$ inside. Letting $R\to\infty$ and then $\varepsilon\to0$ gives $|F(z)|\le e^C$, that is, $\operatorname{Im}G(z)\le C$. This is the bounded case of the Phragmén–Lindelöf principle.

**The converse is continuity.** If $\operatorname{Im}G\le0$ above the axis, then $\operatorname{Im}G(x)=\lim_{t\to0^+}\operatorname{Im}G(x+it)\le0$.

## Complex residues can pass, but not with one pole

For a single term at real $x$, multiplying by the conjugate denominator gives

$$\operatorname{Im}\frac{a}{x-p}=\frac{\operatorname{Re}a\,\operatorname{Im}p+\operatorname{Im}a\,(x-\operatorname{Re}p)}{(x-\operatorname{Re}p)^2+(\operatorname{Im}p)^2}.$$

If $\operatorname{Im}a\ne0$, the numerator is a non-constant linear function of $x$ and is positive somewhere. If $\operatorname{Im}a=0$, its sign is that of $\operatorname{Re}a\,\operatorname{Im}p$. One damped pole therefore passes exactly when $a$ is real and nonnegative.

Two poles can compensate each other. Take residues $1+i$ and $1-i$ at $1-i$ and $-1-i$:

$$\operatorname{Im}G(x)=\frac{x-2}{(x-1)^2+1}-\frac{x+2}{(x+1)^2+1}=-\frac{8}{x^4+4}.$$

The first term is positive for $x>2$ and the second for $x<-2$, yet the sum is negative everywhere. The residues add up to 2; halving both gives a spectral function of unit weight, $4/[\pi(x^4+4)]$.

The damping hypothesis matters. For $G(z)=-1/(z-i)$, whose pole lies above the axis, $\operatorname{Im}G(x)=-1/(x^2+1)<0$ at all real $x$, but $G(2i)=-1/i=i$ has imaginary part $1$.

## What the Lean theorems say

`poleSum a p z` is $G(z)$. The index type `ι` is any finite type, and `a p : ι → ℂ` are the residues and poles. Poles may coincide and residues may vanish. The hypothesis `hp : ∀ k, (p k).im < 0` says that every pole is damped; in the time domain, each term of the retarded function then decays. A real frequency is a variable `x : ℝ`, read as a complex number when it enters `poleSum`.

- `im_le_of_real_axis` is the bound with a general constant `C`, valid for `0 ≤ z.im`.
- `causal_iff_real_axis` is the equivalence between the sign condition on the real axis and the one for `0 < z.im`. The word "causal" in its name stands for this sign condition; causality in the sense of a response that vanishes at negative times already follows from `hp`, whatever the residues.
- `im_pole` and `single_pole_iff` treat one term, written directly as a quotient.
- `complex_residues_witness` and `real_axis_test_fails_undamped` are the two examples.

The real-axis condition ranges over all real $x$, so a plot on a finite grid does not by itself establish it. The theorems concern a scalar $G$ with finitely many simple-pole terms: matrix-valued functions, branch cuts, poles on the real axis and an added constant are not covered. No sum rule on the residues is assumed or derived.

For such a finite, scalar damped-pole fit, a nonnegative spectral function on the whole real axis also gives the correct sign of $\operatorname{Im}G$ at all positive Matsubara frequencies.

```lean
import Mathlib

open Complex Filter Topology

namespace DampedPoleCausality

noncomputable section

/-- A Green's function given as a finite sum of simple poles `p k` with complex residues `a k`. -/
def poleSum {ι : Type*} [Fintype ι] (a p : ι → ℂ) (z : ℂ) : ℂ :=
  ∑ k, a k / (z - p k)

/-- If all poles lie below the real axis, the pole sum is complex differentiable at every
frequency on or above the real axis. -/
theorem differentiableAt_poleSum {ι : Type*} [Fintype ι] (a p : ι → ℂ)
    (hp : ∀ k, (p k).im < 0) {z : ℂ} (hz : 0 ≤ z.im) :
    DifferentiableAt ℂ (poleSum a p) z := by
  unfold poleSum
  apply DifferentiableAt.fun_sum
  intro k _
  have h : z - p k ≠ 0 := by
    intro h0
    have h1 := congrArg Complex.im h0
    rw [Complex.sub_im, Complex.zero_im] at h1
    linarith [hp k]
  fun_prop (disch := exact h)

/-- On and above the real axis, the modulus of a sum of damped poles is at most the sum of
the moduli of the residues, each divided by the damping of its pole. -/
theorem norm_poleSum_le {ι : Type*} [Fintype ι] (a p : ι → ℂ)
    (hp : ∀ k, (p k).im < 0) {z : ℂ} (hz : 0 ≤ z.im) :
    ‖poleSum a p z‖ ≤ ∑ k, ‖a k‖ / (-(p k).im) := by
  unfold poleSum
  refine (norm_sum_le _ _).trans (Finset.sum_le_sum fun k _ => ?_)
  rw [norm_div]
  have hpos : 0 < -(p k).im := by linarith [hp k]
  have h1 := (le_abs_self _).trans (Complex.abs_im_le_norm (z - p k))
  rw [Complex.sub_im] at h1
  have h2 : -(p k).im ≤ ‖z - p k‖ := by linarith
  gcongr

/-- For damped poles, an upper bound on `Im G` along the real axis holds at every frequency
on or above the real axis. -/
theorem im_le_of_real_axis {ι : Type*} [Fintype ι] (a p : ι → ℂ)
    (hp : ∀ k, (p k).im < 0) {C : ℝ} (hC : ∀ x : ℝ, (poleSum a p x).im ≤ C)
    {z : ℂ} (hz : 0 ≤ z.im) : (poleSum a p z).im ≤ C := by
  -- The modulus of exp(-iG) is exp(Im G); the factor I rotates the half-plane.
  obtain ⟨f, hfdef⟩ : ∃ f : ℂ → ℂ,
      f = fun w => Complex.exp (-I * poleSum a p (I * w)) := ⟨_, rfl⟩
  have hf : ∀ w, ‖f w‖ = Real.exp (poleSum a p (I * w)).im := by
    intro w
    simp [hfdef, Complex.norm_exp]
  have hrot : ∀ w : ℂ, (I * w).im = w.re := by
    intro w
    simp
  have hd : DiffContOnCl ℂ f {w | 0 < w.re} := by
    apply DifferentiableOn.diffContOnCl
    intro w hw
    have hsub : closure {w : ℂ | 0 < w.re} ⊆ {w : ℂ | 0 ≤ w.re} :=
      closure_minimal (fun v (hv : 0 < v.re) => le_of_lt hv)
        (isClosed_le continuous_const Complex.continuous_re)
    have hw' : 0 ≤ w.re := hsub hw
    have h1 : DifferentiableAt ℂ (poleSum a p) (I * w) :=
      differentiableAt_poleSum a p hp (by rw [hrot]; exact hw')
    have hlin : DifferentiableAt ℂ (fun v : ℂ => I * v) w := by fun_prop
    have h2 : DifferentiableAt ℂ (fun v => poleSum a p (I * v)) w := h1.comp w hlin
    rw [hfdef]
    exact (h2.const_mul (-I)).cexp.differentiableWithinAt
  obtain ⟨M, hM⟩ : ∃ M : ℝ, ∀ w : ℂ, 0 ≤ w.re → ‖f w‖ ≤ M := by
    refine ⟨Real.exp (∑ k, ‖a k‖ / (-(p k).im)), fun w hw => ?_⟩
    rw [hf]
    exact Real.exp_le_exp.mpr (((le_abs_self _).trans (Complex.abs_im_le_norm _)).trans
      (norm_poleSum_le a p hp (by rw [hrot]; exact hw)))
  -- The Phragmén–Lindelöf principle carries the boundary bound into the half-plane.
  have key : ‖f (-I * z)‖ ≤ Real.exp C := by
    apply PhragmenLindelof.right_half_plane_of_bounded_on_real hd
    · refine ⟨1, by norm_num, 0, Asymptotics.IsBigO.of_bound M ?_⟩
      filter_upwards [Filter.mem_inf_of_right (Filter.mem_principal_self _)] with w hw
      have hw' : 0 < w.re := hw
      simpa using hM w hw'.le
    · refine Filter.isBoundedUnder_of_eventually_le (a := M) ?_
      filter_upwards [Filter.eventually_ge_atTop (0 : ℝ)] with x hx
      exact hM x (by simpa using hx)
    · intro x
      have e : I * ((x : ℂ) * I) = ((-x : ℝ) : ℂ) := by
        push_cast
        linear_combination (x : ℂ) * Complex.I_mul_I
      rw [hf, e]
      exact Real.exp_le_exp.mpr (hC (-x))
    · simpa using hz
  have e : I * (-I * z) = z := by linear_combination (-z) * Complex.I_mul_I
  rw [hf, e] at key
  exact Real.exp_le_exp.mp key

/-- For a finite sum of damped poles with complex residues, `Im G ≤ 0` on the real axis if and only
if `Im G ≤ 0` throughout the upper half-plane. -/
theorem causal_iff_real_axis {ι : Type*} [Fintype ι] (a p : ι → ℂ)
    (hp : ∀ k, (p k).im < 0) :
    (∀ x : ℝ, (poleSum a p x).im ≤ 0) ↔
      ∀ z : ℂ, 0 < z.im → (poleSum a p z).im ≤ 0 := by
  refine ⟨fun h z hz => im_le_of_real_axis a p hp h hz.le, fun h x => ?_⟩
  -- Conversely, approach the real frequency x vertically from above.
  have hcont : ContinuousAt (poleSum a p) (x : ℂ) :=
    (differentiableAt_poleSum a p hp (by simp)).continuousAt
  have hc : Continuous (fun t : ℝ => (x : ℂ) + (t : ℂ) * I) := by fun_prop
  have e : (x : ℂ) + ((0 : ℝ) : ℂ) * I = x := by simp
  have hline : Tendsto (fun t : ℝ => (x : ℂ) + (t : ℂ) * I) (𝓝[>] 0)
      (𝓝 ((x : ℂ) + ((0 : ℝ) : ℂ) * I)) := (hc.tendsto 0).mono_left nhdsWithin_le_nhds
  rw [e] at hline
  refine le_of_tendsto
    ((Complex.continuous_im.tendsto _).comp (hcont.tendsto.comp hline)) ?_
  filter_upwards [self_mem_nhdsWithin] with t ht
  exact h _ (by simpa using ht)

/-- The imaginary part of a single pole term at a real frequency, split into the contributions
of the real and the imaginary part of the residue. -/
theorem im_pole (a p : ℂ) (x : ℝ) :
    (a / ((x : ℂ) - p)).im =
      (a.re * p.im + a.im * (x - p.re)) / ((x - p.re) ^ 2 + p.im ^ 2) := by
  rw [Complex.div_im, Complex.normSq_apply]
  simp only [Complex.sub_re, Complex.sub_im, Complex.ofReal_re, Complex.ofReal_im]
  ring

/-- A single damped pole has nonpositive imaginary part on the whole real axis exactly when
its residue is real and nonnegative. -/
theorem single_pole_iff (a p : ℂ) (hp : p.im < 0) :
    (∀ x : ℝ, (a / ((x : ℂ) - p)).im ≤ 0) ↔ a.im = 0 ∧ 0 ≤ a.re := by
  have hden : ∀ x : ℝ, 0 < (x - p.re) ^ 2 + p.im ^ 2 := fun x => by
    nlinarith [sq_nonneg (x - p.re), mul_pos_of_neg_of_neg hp hp]
  constructor
  · intro h
    have hnum : ∀ x : ℝ, a.re * p.im + a.im * (x - p.re) ≤ 0 := by
      intro x
      have hx := h x
      rw [im_pole, div_le_iff₀ (hden x), zero_mul] at hx
      exact hx
    have him : a.im = 0 := by
      by_contra hne
      -- If the residue has nonzero imaginary part, the numerator equals 1 somewhere.
      have h1 := hnum (p.re + (1 - a.re * p.im) / a.im)
      have h2 : a.im * (p.re + (1 - a.re * p.im) / a.im - p.re) = 1 - a.re * p.im := by
        rw [add_sub_cancel_left, mul_div_cancel₀ _ hne]
      linarith
    refine ⟨him, ?_⟩
    have h0 := hnum p.re
    rw [him] at h0
    by_contra hneg
    nlinarith [mul_pos_of_neg_of_neg (not_le.mp hneg) hp]
  · rintro ⟨him, hre⟩ x
    rw [im_pole, him, zero_mul, add_zero]
    exact div_nonpos_of_nonpos_of_nonneg
      (mul_nonpos_of_nonneg_of_nonpos hre hp.le) (hden x).le

/-- Two damped poles at `1 - i` and `-1 - i` with the complex residues `1 + i` and `1 - i` have
`Im G(x) = -8/(x⁴ + 4)` at every real frequency. -/
theorem complex_residues_witness :
    (∀ k, ((![1 - I, -1 - I] : Fin 2 → ℂ) k).im < 0) ∧
      ∀ x : ℝ, (poleSum ![1 + I, 1 - I] ![1 - I, -1 - I] x).im = -8 / (x ^ 4 + 4) := by
  constructor
  · intro k
    fin_cases k <;> simp
  · intro x
    have h1 : ((1 + I) / ((x : ℂ) - (1 - I))).im = (x - 2) / ((x - 1) ^ 2 + 1) := by
      rw [im_pole]
      simp only [Complex.add_re, Complex.add_im, Complex.sub_re, Complex.sub_im,
        Complex.one_re, Complex.one_im, Complex.I_re, Complex.I_im]
      ring
    have h2 : ((1 - I) / ((x : ℂ) - (-1 - I))).im = (-x - 2) / ((x + 1) ^ 2 + 1) := by
      rw [im_pole]
      simp only [Complex.sub_re, Complex.sub_im, Complex.neg_re, Complex.neg_im,
        Complex.one_re, Complex.one_im, Complex.I_re, Complex.I_im]
      ring
    simp only [poleSum, Fin.sum_univ_two]
    change ((1 + I) / ((x : ℂ) - (1 - I)) + (1 - I) / ((x : ℂ) - (-1 - I))).im = _
    rw [Complex.add_im, h1, h2]
    have d1 : (x - 1) ^ 2 + 1 ≠ 0 := by positivity
    have d2 : (x + 1) ^ 2 + 1 ≠ 0 := by positivity
    have d3 : x ^ 4 + 4 ≠ 0 := by positivity
    rw [div_add_div _ _ d1 d2, div_eq_div_iff (mul_ne_zero d1 d2) d3]
    ring

/-- For `-1/(z - i)`, whose pole lies above the real axis, the imaginary part is negative on the
whole real axis, yet equals `1` at `z = 2i`. -/
theorem real_axis_test_fails_undamped :
    (∀ x : ℝ, (poleSum (fun _ : Unit => -1) (fun _ => I) x).im < 0) ∧
      (poleSum (fun _ : Unit => -1) (fun _ => I) (2 * I)).im = 1 := by
  simp only [poleSum, Finset.univ_unique, Finset.sum_singleton]
  constructor
  · intro x
    rw [im_pole]
    simp only [Complex.neg_re, Complex.neg_im, Complex.one_re, Complex.one_im,
      Complex.I_re, Complex.I_im]
    exact div_neg_of_neg_of_pos (by norm_num) (by positivity)
  · have e : 2 * I - I = I := by ring
    rw [e]
    simp

end

end DampedPoleCausality
```

```lean
#print axioms DampedPoleCausality.causal_iff_real_axis
#print axioms DampedPoleCausality.single_pole_iff
#print axioms DampedPoleCausality.real_axis_test_fails_undamped
```

```
'DampedPoleCausality.causal_iff_real_axis' depends on axioms: [propext, Classical.choice, Quot.sound]
'DampedPoleCausality.single_pole_iff' depends on axioms: [propext, Classical.choice, Quot.sound]
'DampedPoleCausality.real_axis_test_fails_undamped' depends on axioms: [propext, Classical.choice, Quot.sound]
```

## How the Lean proof follows the argument

`differentiableAt_poleSum` shows that no denominator vanishes, by comparing imaginary parts, and concludes that the sum is differentiable. `norm_poleSum_le` is the estimate $|G|\le B$: the triangle inequality, then $|z-p_k|\ge\gamma_k$ in each term.

The main step is `im_le_of_real_axis`. Mathlib's `PhragmenLindelof.right_half_plane_of_bounded_on_real` is stated for the right half-plane, so the proof works with $f(w)=e^{-iG(iw)}$. The number $iw$ has imaginary part $\operatorname{Re}w$, so the right half-plane in $w$ is the upper half-plane in $z=iw$. Within the proof,

- `hf` is the identity $|f(w)|=e^{\operatorname{Im}G(iw)}$;
- `hd` supplies analyticity inside and continuity up to the boundary;
- `hM` supplies a uniform bound, $M=e^{B}$, which settles both the growth condition and the boundedness along the positive real $w$-axis;
- the boundary point $w=ix$ corresponds to the real frequency $-x$, where `hC (-x)` applies.

The principle takes the place of the $F_\varepsilon$ argument above. Evaluating its conclusion at $w=-iz$ gives $e^{\operatorname{Im}G(z)}\le e^C$, and monotonicity of the exponential finishes the proof.

In `causal_iff_real_axis`, the forward direction is this bound with $C=0$. The reverse direction follows the vertical path $x+it$ as $t\to0^+$, and `le_of_tendsto` passes the inequality to the limit.

`im_pole` expands the quotient into real and imaginary parts. In `single_pole_iff`, a nonzero $\operatorname{Im}a$ is refuted by choosing the frequency at which the numerator equals $1$; setting $x=\operatorname{Re}p$ then yields $\operatorname{Re}a\ge0$. The two-pole example applies `im_pole` to each term and combines the fractions, with `ring` verifying the resulting polynomial identity. The last theorem uses `im_pole` on the real axis and evaluates directly at $2i$.
